# Heitler's T-matrix gives a unitary S-matrix for every Hermitian interaction matrix

With finitely many scattering channels and a Hermitian complex matrix `V`, Heitler's damping equation gives the T-matrix T = V(1 + iV/2)⁻¹. The theorem `heitler_unitary` states that the S-matrix S = 1 − iT is then unitary, so that scattering conserves the total flux whatever the strength of `V`. The attempt sets A = 1 + iV/2, which is the first Born S-matrix for the Hermitian matrix −V/2 and so is invertible by an earlier lemma. It then writes S as AᴴA⁻¹ and derives SᴴS = 1 from the fact that A commutes with its adjoint.

As first written in Lean, the proof fails:

```lean
import Mathlib

open Matrix
open scoped ComplexOrder

namespace HeitlerUnitary

noncomputable section

variable {n : Type*} [Fintype n]

/-- The total flux carried by the channel amplitudes `a`: the sum of `|a i|²`. -/
def flux (a : n → ℂ) : ℝ := ∑ i, ‖a i‖ ^ 2

/-- The flux vanishes exactly when all channel amplitudes vanish. -/
theorem flux_eq_zero (a : n → ℂ) : flux a = 0 ↔ a = 0 := by
  unfold flux
  rw [Finset.sum_eq_zero_iff_of_nonneg (fun i _ => sq_nonneg ‖a i‖)]
  constructor
  · intro h
    funext i
    have hi := h i (Finset.mem_univ i)
    simpa using hi
  · intro h i _
    simp [h]

variable [DecidableEq n]

/-- The scattering matrix `S = 1 - iT` belonging to the T-matrix `T`. -/
def sMatrix (T : Matrix n n ℂ) : Matrix n n ℂ := 1 - Complex.I • T

/-- The T-matrix `V (1 + iV/2)⁻¹` of Heitler's damping equation when `1 + iV/2` is invertible;
otherwise Lean's matrix inverse is zero, and so is this matrix. -/
def heitlerT (V : Matrix n n ℂ) : Matrix n n ℂ :=
  V * (1 + (Complex.I / 2) • V)⁻¹

/-- For any T-matrix, `SᴴS = 1 - i(T - Tᴴ) + TᴴT`. -/
theorem sMatrix_gram (T : Matrix n n ℂ) :
    (sMatrix T)ᴴ * sMatrix T = 1 - Complex.I • (T - Tᴴ) + Tᴴ * T := by
  have h : (sMatrix T)ᴴ = 1 + Complex.I • Tᴴ := by
    simp [sMatrix, Matrix.conjTranspose_sub, Matrix.conjTranspose_smul]
  rw [h, sMatrix]
  simp only [Matrix.mul_sub, Matrix.add_mul, Matrix.mul_smul, Matrix.smul_mul,
    Matrix.mul_one, Matrix.one_mul, smul_add, smul_smul, Complex.I_mul_I]
  module

/-- In the first Born approximation `T = V` with `V` Hermitian, `SᴴS = 1 + V²`. -/
theorem born_gram {V : Matrix n n ℂ} (hV : V.IsHermitian) :
    (sMatrix V)ᴴ * sMatrix V = 1 + V ^ 2 := by
  rw [sMatrix_gram, hV.eq, sub_self, smul_zero, sub_zero, sq]

/-- Flux balance of the first Born approximation for Hermitian `V`: the outgoing flux
is the incoming flux plus the flux of the scattered amplitudes `V a`. -/
theorem born_flux {V : Matrix n n ℂ} (hV : V.IsHermitian) (a : n → ℂ) :
    flux (sMatrix V *ᵥ a) = flux a + flux (V *ᵥ a) := by
  have key : ∀ b : n → ℂ, (flux b : ℂ) = star b ⬝ᵥ b := by
    intro b
    simp only [flux, dotProduct, Complex.ofReal_sum, Complex.ofReal_pow]
    exact Finset.sum_congr rfl fun i _ => (Complex.conj_mul' (b i)).symm
  -- the flux after a matrix M is the expectation value of MᴴM
  have key2 : ∀ M : Matrix n n ℂ,
      (flux (M *ᵥ a) : ℂ) = star a ⬝ᵥ ((Mᴴ * M) *ᵥ a) := by
    intro M
    rw [key, Matrix.star_mulVec, ← Matrix.dotProduct_mulVec, Matrix.mulVec_mulVec]
  have h : (flux (sMatrix V *ᵥ a) : ℂ) = (flux a : ℂ) + (flux (V *ᵥ a) : ℂ) := by
    rw [key2 (sMatrix V), key2 V, key a, born_gram hV, hV.eq, sq,
      Matrix.add_mulVec, Matrix.one_mulVec, dotProduct_add]
  exact_mod_cast h

/-- For Hermitian `V`, the first Born S-matrix `1 - iV` has an invertible determinant. -/
theorem born_isUnit_det {V : Matrix n n ℂ} (hV : V.IsHermitian) :
    IsUnit (sMatrix V).det := by
  rw [isUnit_iff_ne_zero]
  intro hdet
  -- a nonzero vector in the kernel would lose all its flux, but the flux never decreases
  obtain ⟨a, ha, h0⟩ := Matrix.exists_mulVec_eq_zero_iff.mpr hdet
  have hb := born_flux hV a
  rw [h0, (flux_eq_zero (0 : n → ℂ)).mpr rfl] at hb
  have h1 : 0 ≤ flux a := Finset.sum_nonneg fun i _ => sq_nonneg _
  have h2 : 0 ≤ flux (V *ᵥ a) := Finset.sum_nonneg fun i _ => sq_nonneg _
  exact ha ((flux_eq_zero a).mp (by linarith))

/-- Heitler's T-matrix restores unitarity: for every Hermitian `V`, the S-matrix
`1 - iV(1 + iV/2)⁻¹` is unitary. -/
theorem heitler_unitary {V : Matrix n n ℂ} (hV : V.IsHermitian) :
    sMatrix (heitlerT V) ∈ Matrix.unitaryGroup n ℂ := by
  have hW : ((-(1 / 2) : ℂ) • V).IsHermitian := by
    rw [Matrix.IsHermitian, Matrix.conjTranspose_smul, hV.eq]
    congr 1
    simp
  obtain ⟨A, hA⟩ : ∃ A : Matrix n n ℂ, A = 1 + (Complex.I / 2) • V := ⟨_, rfl⟩
  have hAS : A = sMatrix ((-(1 / 2) : ℂ) • V) := by
    rw [hA, sMatrix]
    module
  have hdet : IsUnit A.det := by
    rw [hAS]
    exact born_isUnit_det hW
  have hinv : A * A⁻¹ = 1 := Matrix.mul_nonsing_inv A hdet
  have hAH : Aᴴ = A - Complex.I • V := by
    have hs : star (Complex.I / 2) = -(Complex.I / 2) := by
      simp [neg_div]
    rw [hA, Matrix.conjTranspose_add, Matrix.conjTranspose_one,
      Matrix.conjTranspose_smul, hV.eq, hs]
    module
  -- A and its adjoint commute, both being polynomials in V
  have hcomm : A * Aᴴ = Aᴴ * A := by
    rw [hAH, hA]
    simp only [Matrix.mul_sub, Matrix.sub_mul, Matrix.add_mul, Matrix.mul_add,
      Matrix.mul_smul, Matrix.smul_mul, Matrix.mul_one, Matrix.one_mul]
  -- the S-matrix is the Cayley quotient of the adjoint of A by A
  have hS : sMatrix (heitlerT V) = Aᴴ * A⁻¹ := by
    rw [sMatrix, heitlerT, ← hA, hAH, Matrix.sub_mul, hinv, Matrix.smul_mul]
  rw [Matrix.mem_unitaryGroup_iff', Matrix.star_eq_conjTranspose, hS,
    Matrix.conjTranspose_mul, Matrix.conjTranspose_conjTranspose]
  calc (A⁻¹)ᴴ * A * (Aᴴ * A⁻¹) = (A⁻¹)ᴴ * (A * Aᴴ) * A⁻¹ := by
        simp only [Matrix.mul_assoc]
    _ = ((A⁻¹)ᴴ * Aᴴ) * (A * A⁻¹) := by
        rw [hcomm]
        simp only [Matrix.mul_assoc]
    _ = 1 := by
        rw [← Matrix.conjTranspose_mul, hinv, Matrix.conjTranspose_one, Matrix.one_mul]

end

end HeitlerUnitary
```

Messages:

```
Main.lean:106:34: error: unsolved goals
n : Type u_1
inst✝¹ : Fintype n
inst✝ : DecidableEq n
V : Matrix n n ℂ
hV : V.IsHermitian
hW : (-(1 / 2) • V).IsHermitian
A : Matrix n n ℂ
hA : A = 1 + (Complex.I / 2) • V
hAS : A = sMatrix (-(1 / 2) • V)
hdet : IsUnit A.det
hinv : A * A⁻¹ = 1
hAH : Aᴴ = A - Complex.I • V
⊢ 1 + (Complex.I / 2) • V + (Complex.I / 2) • (V + (Complex.I / 2) • (V * V)) -
      Complex.I • (V + (Complex.I / 2) • (V * V)) =
    1 + (Complex.I / 2) • V - Complex.I • V + (Complex.I / 2) • (V + (Complex.I / 2) • (V * V) - Complex.I • (V * V))
```

The repair, with which the file compiles:

```diff
@@ -108,4 +108,5 @@
     simp only [Matrix.mul_sub, Matrix.sub_mul, Matrix.add_mul, Matrix.mul_add,
       Matrix.mul_smul, Matrix.smul_mul, Matrix.mul_one, Matrix.one_mul]
+    module
   -- the S-matrix is the Cayley quotient of the adjoint of A by A
   have hS : sMatrix (heitlerT V) = Aᴴ * A⁻¹ := by
```

What went wrong. The error says that the proof of `hcomm`, the statement that A commutes with Aᴴ, ends with a goal still open. The `simp only` call multiplies out the matrix products, but its list has no lemma that distributes a scalar over a sum or difference of matrices, or that merges nested scalars. The two sides are therefore left in different shapes: the left has `Complex.I • (V + (Complex.I / 2) • (V * V))`, while on the right the term `Complex.I • (V * V)` sits inside a bracket multiplied by `Complex.I / 2`. The remaining equation is true, but `simp only` does not bring its sides to the same form.

The added `module` closes it. This tactic proves equalities between linear combinations by comparing coefficients, here those of `1`, `V` and `V * V`. They agree by ordinary commutative algebra in the complex numbers.
